# Gaussian exponents for 1/r on a bounded distance range: a logarithmic window that grows as ln(b/a)

## How a finite set of Gaussians loses the Coulomb interaction

Suppose that 1/r is replaced by a finite sum of Gaussians whose exponents were chosen without regard to the distances in the system. At large r every term has decayed, so the sum falls off like a Gaussian and the long-range interaction is gone. At small r the sum stays finite where 1/r keeps rising. A set of exponents that works for a small molecule can therefore fail for a larger one.

The exponents come from the identity, valid for r > 0,

1/r = (2/√π) ∫₀^∞ exp(−r²t²) dt.

One numerical approach starts by cutting this integral to a window of t. Given a shortest distance a, a longest distance b and a tolerance ε, one needs endpoints that are safe for every r between a and b, and the cost of increasing b.

Gaussians are attractive here because exp(−r²t²) factorises into one-dimensional functions of the Cartesian separations. In low-scaling electronic-structure methods that use this factorisation, the result bounds the error of truncating the t integral, for distances that stay within [a, b].

## The window and its error

Write F(r; s₀, s₁) for the part of 1/r captured between s₀ and s₁, relative to 1/r itself:

F(r; s₀, s₁) = r (2/√π) ∫ from s₀ to s₁ of exp(−r²t²) dt.

This is `coulombFraction r s₀ s₁`. The two cutoffs are

tLow = ε√π/(2b),

tHigh = √(ln(1/ε))/a.

In Lean they are `tLow ε b` and `tHigh ε a`: at a fixed tolerance, the lower one depends only on the longest distance and the upper one only on the shortest.

The theorem `coulomb_window_error` says that if 0 < a ≤ r ≤ b and 0 < ε < 1/2, then tLow < tHigh and

0 ≤ 1 − F(r; tLow, tHigh) ≤ 2ε.

The closed interval appears as `Set.Icc 0 (2 * ε)`. The error is relative and one-sided: the truncated kernel never exceeds 1/r. All quantities are real numbers without units; physically, a, b and r are lengths, t is an inverse length and ε is dimensionless.

With x = ln t the window becomes an interval in x, and `log_range` gives its length:

ln(tHigh/tLow) = ln(b/a) + R(ε), where R(ε) = ln(2√(ln(1/ε))/(ε√π)).

R is `rangeOffset`. At fixed tolerance, multiplying b by ten adds ln 10 to the length.

The converse, `log_range_necessary`, concerns any window with 0 < s₀ ≤ s₁. If it captures at least a fraction η of the kernel at both r = a and r = b, with 0 < η < 1, then

ln(s₁/s₀) ≥ ln(b/a) − R(η).

Logarithmic growth is thus also necessary for a single window that serves both distances.

The condition r ≥ a stands for a shortest separation between charges. Overlapping continuous densities contain pairs at arbitrarily small distance, and their contribution from r < a needs a separate estimate. The theorems concern the continuous integral over t, not the number of quadrature points or the error of a quadrature rule.

## Derivation of the error bound

**The whole integral.** For r > 0, the integral of exp(−r²t²) over t > 0 is √π/(2r). Hence F(r; 0, T) → 1 as T → ∞. The integrand is positive, so F(r; 0, T) increases with T and never exceeds 1.

**The part below the window.** Since exp(−r²t²) ≤ 1, a window captures at most 2r/√π times its width. Therefore

F(r; 0, tLow) ≤ (2r/√π) · ε√π/(2b) = εr/b ≤ ε.

**The part above the window.** For 0 ≤ s ≤ T, substitute t = u + s. Because u and s are nonnegative, (u + s)² ≥ u² + s², and so

F(r; s, T) ≤ exp(−r²s²) F(r; 0, T − s) ≤ exp(−r²s²).

At s = tHigh we have r²s² ≥ a²s² = ln(1/ε), so this is at most ε for every T. Letting T → ∞ gives 1 − F(r; 0, tHigh) ≤ ε.

**The sum.** Additivity of the integral gives

1 − F(r; tLow, tHigh) = F(r; 0, tLow) + [1 − F(r; 0, tHigh)].

Both terms lie between 0 and ε, which proves the bound.

**The order of the cutoffs.** From ε < 1/2 and √π < 2 we get ε√π < 1, so tLow < 1/(2b) ≤ 1/(2a). Also ln(1/ε) > ln 2 > 1/2, so √(ln(1/ε)) > 1/2 and tHigh > 1/(2a). The argument includes the case a = b.

## Derivation of the logarithmic length

Dividing the cutoffs gives

tHigh/tLow = (b/a) · 2√(ln(1/ε))/(ε√π),

and the logarithm of the product is ln(b/a) + R(ε).

For the converse, the short distance forces the upper endpoint up. The width bound at r = a gives η ≤ 2a(s₁ − s₀)/√π ≤ 2as₁/√π, hence

s₁ ≥ η√π/(2a).

The long distance forces the lower endpoint down. The tail bound at r = b gives η ≤ exp(−b²s₀²), hence

s₀ ≤ √(ln(1/η))/b.

Dividing the first inequality by the second,

s₁/s₀ ≥ (b/a) · η√π/(2√(ln(1/η))),

and the logarithm of the right-hand side is ln(b/a) − R(η).

## From the window to a list of exponents

A program can take a, b and ε, compute the two cutoffs, and place equally spaced points xₖ with step δ between ln tLow and ln tHigh. Since dt = exp(x) dx, the trapezoidal rule gives

1/r ≈ Σₖ wₖ exp(−αₖr²), with αₖ = exp(2xₖ) and wₖ = (2/√π) δ exp(xₖ),

where the two end weights are halved. The step δ introduces its own error, which must be controlled separately.

For ε = 10⁻⁶ and b/a = 10⁴, the length is about 9.21 + 15.25 = 24.46. At a fixed step, a tenfold larger b adds about 2.3/δ points.

## The Lean file

```lean
import Mathlib

open Real MeasureTheory Filter Topology

namespace CoulombGaussianWindow

noncomputable section

/-- The fraction of the Coulomb kernel `1/r` captured by the Gaussians `exp (-r² t²)` with
`t` between `s₀` and `s₁`. -/
def coulombFraction (r s₀ s₁ : ℝ) : ℝ :=
  r * (2 / √π) * ∫ t in s₀..s₁, Real.exp (-r ^ 2 * t ^ 2)

/-- The lower cutoff, set by the largest distance `b` and the tolerance `ε`. -/
def tLow (ε b : ℝ) : ℝ := ε * √π / (2 * b)

/-- The upper cutoff, set by the smallest distance `a` and the tolerance `ε`. -/
def tHigh (ε a : ℝ) : ℝ := √(Real.log (1 / ε)) / a

/-- A logarithmic length that depends on the tolerance alone. -/
def rangeOffset (ε : ℝ) : ℝ := Real.log (2 * √(Real.log (1 / ε)) / (ε * √π))

/-- Adjacent windows capture additive fractions of the Coulomb kernel. -/
theorem fraction_add (r s₀ s₁ s₂ : ℝ) :
    coulombFraction r s₀ s₁ + coulombFraction r s₁ s₂ = coulombFraction r s₀ s₂ := by
  have hc : Continuous fun t : ℝ => Real.exp (-r ^ 2 * t ^ 2) := by fun_prop
  unfold coulombFraction
  rw [← mul_add, intervalIntegral.integral_add_adjacent_intervals
    (hc.intervalIntegrable _ _) (hc.intervalIntegrable _ _)]

/-- At nonnegative distance, a window captures a nonnegative fraction, at most `2 r / √π`
times its width. -/
theorem fraction_bounds {r s₀ s₁ : ℝ} (hr : 0 ≤ r) (h : s₀ ≤ s₁) :
    0 ≤ coulombFraction r s₀ s₁ ∧
      coulombFraction r s₀ s₁ ≤ r * (2 / √π) * (s₁ - s₀) := by
  have hp : 0 ≤ r * (2 / √π) := by positivity
  constructor
  · exact mul_nonneg hp (intervalIntegral.integral_nonneg h fun t _ => (Real.exp_pos _).le)
  · have hm : ∫ t in s₀..s₁, Real.exp (-r ^ 2 * t ^ 2) ≤ ∫ _t in s₀..s₁, (1 : ℝ) := by
      refine intervalIntegral.integral_mono_on h
        (Continuous.intervalIntegrable (by fun_prop) _ _)
        (Continuous.intervalIntegrable (by fun_prop) _ _) (fun t _ => ?_)
      apply Real.exp_le_one_iff.mpr
      nlinarith [mul_nonneg (sq_nonneg r) (sq_nonneg t)]
    rw [intervalIntegral.integral_const, smul_eq_mul, mul_one] at hm
    exact mul_le_mul_of_nonneg_left hm hp

/-- The Gaussian resolution of the Coulomb kernel: the fraction captured by `[0, T]` tends
to one as `T` grows. -/
theorem fraction_tendsto_one {r : ℝ} (hr : 0 < r) :
    Tendsto (fun T => coulombFraction r 0 T) atTop (𝓝 1) := by
  have hr2 : 0 < r ^ 2 := by positivity
  have h := intervalIntegral_tendsto_integral_Ioi (0 : ℝ)
    (integrable_exp_neg_mul_sq hr2).integrableOn (tendsto_id (α := ℝ) (x := atTop))
  rw [integral_gaussian_Ioi] at h
  have h2 := h.const_mul (r * (2 / √π))
  have e : r * (2 / √π) * (√(π / r ^ 2) / 2) = 1 := by
    have hpi : √π ≠ 0 := (Real.sqrt_pos.2 Real.pi_pos).ne'
    rw [Real.sqrt_div Real.pi_pos.le, Real.sqrt_sq hr.le]
    field_simp
  rw [e] at h2
  exact h2

/-- No window `[0, T]` captures more than the whole Coulomb kernel. -/
theorem fraction_le_one {r : ℝ} (hr : 0 < r) (T : ℝ) : coulombFraction r 0 T ≤ 1 :=
  ge_of_tendsto (fraction_tendsto_one hr) ((eventually_ge_atTop T).mono fun T' h => by
    linarith [fraction_add r 0 T T', (fraction_bounds hr.le h).1])

/-- A window that starts at `s ≥ 0` captures at most the fraction `exp (-r² s²)`. -/
theorem fraction_tail_le {r s T : ℝ} (hr : 0 < r) (hs : 0 ≤ s) (h : s ≤ T) :
    coulombFraction r s T ≤ Real.exp (-r ^ 2 * s ^ 2) := by
  -- shift the window to the origin
  have shift : ∫ t in s..T, Real.exp (-r ^ 2 * t ^ 2)
      = ∫ t in (0 : ℝ)..(T - s), Real.exp (-r ^ 2 * (t + s) ^ 2) := by
    have h1 := intervalIntegral.integral_comp_add_right (a := 0) (b := T - s)
      (fun t : ℝ => Real.exp (-r ^ 2 * t ^ 2)) s
    rw [zero_add, sub_add_cancel] at h1
    exact h1.symm
  -- drop the cross term of the square
  have mono : ∫ t in (0 : ℝ)..(T - s), Real.exp (-r ^ 2 * (t + s) ^ 2)
      ≤ ∫ t in (0 : ℝ)..(T - s),
        Real.exp (-r ^ 2 * s ^ 2) * Real.exp (-r ^ 2 * t ^ 2) := by
    refine intervalIntegral.integral_mono_on (by linarith)
      (Continuous.intervalIntegrable (by fun_prop) _ _)
      (Continuous.intervalIntegrable (by fun_prop) _ _) (fun t ht => ?_)
    rw [← Real.exp_add]
    apply Real.exp_le_exp.mpr
    nlinarith [mul_nonneg (sq_nonneg r) (mul_nonneg ht.1 hs)]
  rw [intervalIntegral.integral_const_mul] at mono
  have hp : 0 ≤ r * (2 / √π) := by positivity
  have h1 := mul_le_mul_of_nonneg_left mono hp
  have h2 := mul_le_mul_of_nonneg_left (fraction_le_one hr (T - s))
    (Real.exp_pos (-r ^ 2 * s ^ 2)).le
  unfold coulombFraction at h2 ⊢
  rw [shift]
  linarith

/-- For all distances in `[a, b]`, the window from `tLow` to `tHigh` is properly ordered and
reproduces the Coulomb kernel from below with relative error at most `2 ε`. -/
theorem coulomb_window_error {a b r ε : ℝ} (ha : 0 < a) (har : a ≤ r) (hrb : r ≤ b)
    (hε : 0 < ε) (hε2 : ε < 1 / 2) :
    tLow ε b < tHigh ε a ∧
      1 - coulombFraction r (tLow ε b) (tHigh ε a) ∈ Set.Icc 0 (2 * ε) := by
  have hr : 0 < r := by linarith
  have hb : 0 < b := by linarith
  have hpi : 0 < √π := Real.sqrt_pos.2 Real.pi_pos
  have hlog : Real.log (1 / ε) = -Real.log ε := by rw [one_div, Real.log_inv]
  have hL : 1 / 2 < Real.log (1 / ε) := by
    have h1 : Real.log 2 ≤ Real.log (1 / ε) := by
      apply Real.log_le_log (by norm_num)
      rw [le_div_iff₀ hε]
      linarith
    linarith [Real.log_two_gt_d9]
  have h0 : 0 ≤ tLow ε b := by unfold tLow; positivity
  have h1 : 0 ≤ tHigh ε a := by unfold tHigh; positivity
  have hord : tLow ε b < tHigh ε a := by
    have hpi2 : √π < 2 :=
      (Real.sqrt_lt' (by norm_num)).2 (by linarith [Real.pi_lt_d2])
    have hnum : ε * √π < 1 := by nlinarith
    have hs : 1 / 2 < √(Real.log (1 / ε)) :=
      (Real.lt_sqrt (by norm_num)).2 (by linarith)
    calc tLow ε b < 1 / (2 * b) := by unfold tLow; gcongr
      _ ≤ 1 / (2 * a) := one_div_le_one_div_of_le (by positivity) (by linarith)
      _ = (1 / 2) / a := by ring
      _ < tHigh ε a := by unfold tHigh; gcongr
  -- the part below the window costs at most ε
  have hlow : coulombFraction r 0 (tLow ε b) ≤ ε := by
    refine (fraction_bounds hr.le h0).2.trans ?_
    have e : r * (2 / √π) * (tLow ε b - 0) = ε * (r / b) := by
      unfold tLow
      rw [sub_zero]
      field_simp
    rw [e]
    exact mul_le_of_le_one_right hε.le ((div_le_one hb).2 hrb)
  -- the part above the window costs at most ε
  have hexp : Real.exp (-r ^ 2 * tHigh ε a ^ 2) ≤ ε := by
    have e : a ^ 2 * tHigh ε a ^ 2 = Real.log (1 / ε) := by
      rw [tHigh, div_pow, Real.sq_sqrt (by linarith)]
      field_simp
    have h2 : a ^ 2 * tHigh ε a ^ 2 ≤ r ^ 2 * tHigh ε a ^ 2 := by gcongr
    calc Real.exp (-r ^ 2 * tHigh ε a ^ 2) ≤ Real.exp (Real.log ε) :=
          Real.exp_le_exp.mpr (by linarith)
      _ = ε := Real.exp_log hε
  have hhigh : 1 ≤ coulombFraction r 0 (tHigh ε a) + ε :=
    le_of_tendsto (fraction_tendsto_one hr)
      ((eventually_ge_atTop (tHigh ε a)).mono fun T hT => by
        linarith [fraction_add r 0 (tHigh ε a) T, fraction_tail_le hr h1 hT])
  have hadd := fraction_add r 0 (tLow ε b) (tHigh ε a)
  refine ⟨hord, ?_, ?_⟩
  · linarith [fraction_le_one hr (tHigh ε a), (fraction_bounds hr.le h0).1]
  · linarith

/-- In the logarithmic variable `x = ln t`, a window with positive endpoints becomes an
integral from `ln s₀` to `ln s₁`. -/
theorem fraction_log_variable (r : ℝ) {s₀ s₁ : ℝ} (h₀ : 0 < s₀) (h₁ : 0 < s₁) :
    coulombFraction r s₀ s₁ = r * (2 / √π) *
      ∫ x in Real.log s₀..Real.log s₁, Real.exp (-r ^ 2 * Real.exp x ^ 2) * Real.exp x := by
  have h := intervalIntegral.integral_comp_mul_deriv
    (a := Real.log s₀) (b := Real.log s₁) (f := Real.exp) (f' := Real.exp)
    (g := fun t : ℝ => Real.exp (-r ^ 2 * t ^ 2))
    (fun x _ => Real.hasDerivAt_exp x) Real.continuous_exp.continuousOn (by fun_prop)
  rw [Real.exp_log h₀, Real.exp_log h₁] at h
  unfold coulombFraction
  rw [← h]
  rfl

/-- The logarithmic length of the window is `ln (b/a)` plus an offset that depends only on
the tolerance. -/
theorem log_range {a b ε : ℝ} (ha : 0 < a) (hb : 0 < b) (hε : 0 < ε) (hε1 : ε < 1) :
    Real.log (tHigh ε a / tLow ε b) = Real.log (b / a) + rangeOffset ε := by
  have hpi : 0 < √π := Real.sqrt_pos.2 Real.pi_pos
  have hL : 0 < √(Real.log (1 / ε)) :=
    Real.sqrt_pos.2 (Real.log_pos ((one_lt_div hε).2 hε1))
  unfold rangeOffset tHigh tLow
  rw [← Real.log_mul (by positivity) (by positivity)]
  congr 1
  field_simp

/-- Any window that captures at least a fraction `η` of the Coulomb kernel at both distances
`a` and `b` has logarithmic length at least `ln (b/a)` minus an offset depending only on `η`. -/
theorem log_range_necessary {a b η s₀ s₁ : ℝ} (ha : 0 < a) (hb : 0 < b) (hη : 0 < η)
    (hη1 : η < 1) (h₀ : 0 < s₀) (h : s₀ ≤ s₁)
    (hA : η ≤ coulombFraction a s₀ s₁) (hB : η ≤ coulombFraction b s₀ s₁) :
    Real.log (b / a) - rangeOffset η ≤ Real.log (s₁ / s₀) := by
  have hpi : 0 < √π := Real.sqrt_pos.2 Real.pi_pos
  have h₁ : 0 < s₁ := by linarith
  have hL : 0 < √(Real.log (1 / η)) :=
    Real.sqrt_pos.2 (Real.log_pos ((one_lt_div hη).2 hη1))
  have hlo : 0 < tLow η a := by unfold tLow; positivity
  have hhi : 0 < tHigh η b := by unfold tHigh; positivity
  -- the short distance forces the upper endpoint up
  have k1 : tLow η a ≤ s₁ := by
    have h2 := mul_le_mul_of_nonneg_right (hA.trans (fraction_bounds ha.le h).2) hpi.le
    have e : a * (2 / √π) * (s₁ - s₀) * √π = 2 * a * (s₁ - s₀) := by field_simp
    rw [e] at h2
    rw [tLow, div_le_iff₀ (by positivity)]
    nlinarith [mul_pos ha h₀]
  -- the long distance forces the lower endpoint down
  have k2 : s₀ ≤ tHigh η b := by
    have h2 := Real.log_le_log hη (hB.trans (fraction_tail_le hb h₀.le h))
    rw [Real.log_exp] at h2
    rw [tHigh, le_div_iff₀ hb]
    apply (Real.le_sqrt' (by positivity)).2
    rw [one_div, Real.log_inv]
    nlinarith
  have hr := log_range hb ha hη hη1
  rw [Real.log_div hhi.ne' hlo.ne', Real.log_div ha.ne' hb.ne'] at hr
  rw [Real.log_div hb.ne' ha.ne', Real.log_div h₁.ne' h₀.ne']
  linarith [Real.log_le_log hlo k1, Real.log_le_log h₀ k2]

end

end CoulombGaussianWindow
```

```lean
#print axioms CoulombGaussianWindow.coulomb_window_error
#print axioms CoulombGaussianWindow.fraction_log_variable
#print axioms CoulombGaussianWindow.log_range_necessary
```

```
'CoulombGaussianWindow.coulomb_window_error' depends on axioms: [propext, Classical.choice, Quot.sound]
'CoulombGaussianWindow.fraction_log_variable' depends on axioms: [propext, Classical.choice, Quot.sound]
'CoulombGaussianWindow.log_range_necessary' depends on axioms: [propext, Classical.choice, Quot.sound]
```

## How the proof follows the derivation

`fraction_add` is the additivity of adjacent integrals. `fraction_bounds` contains positivity and the width bound; the latter compares the integrand with the constant 1 through `integral_mono_on`.

`fraction_tendsto_one` combines Mathlib's half-line Gaussian integral, `integral_gaussian_Ioi`, with the convergence of integrals over growing intervals. The equation `e` inside it checks that the prefactor normalises the limit to one. `fraction_le_one` then compares the window [0, T] with longer windows and passes to the limit.

In `fraction_tail_le`, the step `shift` is the substitution t = u + s, with the new variable again called `t` in the code. The step `mono` drops the cross term of the square: `nlinarith` receives the fact that r² times the product of the shifted variable and s is nonnegative. Multiplying by the prefactor and using `fraction_le_one` finishes the estimate.

The main theorem, `coulomb_window_error`, names its parts after the derivation. `hord` orders the cutoffs, using Mathlib's numerical bounds on ln 2 and π. `hlow` is the loss below the window. `hexp` evaluates the exponential at the upper cutoff, and `hhigh` turns the estimate for finite T into one for the full tail by `le_of_tendsto`. The remaining `linarith` calls add the two losses.

`fraction_log_variable` proves the substitution t = exp x for any window with positive endpoints, which justifies measuring the window by the logarithm of their ratio. `log_range` merges the two logarithms on the right and compares their arguments with `field_simp`.

In `log_range_necessary`, `k1` and `k2` are the bounds on s₁ and s₀. They have the form of the original cutoffs with a and b exchanged: `tLow η a ≤ s₁` and `s₀ ≤ tHigh η b`. The proof therefore applies `log_range` with the two distances swapped, and `linarith` combines the logarithms.

## The same tail bound for the Ewald short-range term

Letting T → ∞ in the tail estimate turns its left-hand side into the complementary error function, erfc(rs). For r > 0 and s ≥ 0 this gives

erfc(rs)/r ≤ exp(−r²s²)/r.

With s as the splitting parameter, the left-hand side is the short-range part of the Coulomb kernel in Ewald summation, so the inequality, multiplied by the magnitude of the product of the two charges, bounds each pair term neglected beyond a real-space cutoff. This limiting form is a consequence drawn here by hand and is not stated in the file.
